# Coincidence probability of two non-interacting identical particles at a lossless beam splitter

Send one particle into each input port of a balanced beam splitter with matrix

$$u=\frac{1}{\sqrt2}\begin{pmatrix}1&1\\1&-1\end{pmatrix},$$

and suppose that the particles arrive together, with the same wavepacket and the same internal state. They leave through different ports if both are transmitted, with amplitude $u_{00}u_{11}=-\tfrac12$, or both reflected, with amplitude $u_{01}u_{10}=+\tfrac12$. Bosons add the two amplitudes and get $0$, so they never leave separately. Fermions subtract them and get $-1$, so they always do.

Now take a general unitary $u$ that acts in the same way on every wavepacket, and let $f$ and $g$ be the unit wavepackets of the two particles, with the port left out. Write $T=|u_{00}|^2$, $R=|u_{01}|^2$ and $S=\langle f,g\rangle$. Let $\varepsilon=+1$ for bosons and $-1$ for fermions. The coincidence probability is then

$$P=T^2+R^2-2\varepsilon\,TR\,|S|^2 .$$

## States and amplitudes

A wavepacket is a function $f:n\to\mathbb C$ on a finite set $n$ of internal indices, which may label time bins, frequencies, spin states or combinations of these.

In Lean 4 with Mathlib:

```lean
import Mathlib

open Complex (normSq)
open scoped ComplexConjugate

namespace BeamSplitterExchange

noncomputable section

variable {n : Type*} [Fintype n]
```

The overlap is $\langle f,g\rangle=\sum_i \overline{f_i}\,g_i$, conjugate-linear in the first argument. A unit wavepacket satisfies $\langle f,f\rangle=1$.

```lean
/-- The overlap `⟨f, g⟩` of two wavepackets. -/
def overlap {m : Type*} [Fintype m] (f g : m → ℂ) : ℂ := ∑ i, conj (f i) * g i
```

Ports are numbered 0 and 1. The row of $u$ is the output port and the column is the input port, so $T=|u_{00}|^2$ is the probability of going from port 0 to port 0.

```lean
/-- The transmission probability `T` of the beam splitter. -/
def transmission (u : Matrix (Fin 2) (Fin 2) ℂ) : ℝ := normSq (u 0 0)
```

Likewise $R=|u_{01}|^2$ is the probability of going from input 1 to output 0.

```lean
/-- The reflection probability `R` of the beam splitter. -/
def reflection (u : Matrix (Fin 2) (Fin 2) ℂ) : ℝ := normSq (u 0 1)
```

A particle that enters port $p$ with wavepacket $f$ leaves in the state $F^{(p)}(k,i)=u_{kp}f_i$. The splitter acts on the port alone and leaves the internal state unchanged.

```lean
/-- The outgoing state of one particle that entered port `p` with wavepacket `f`:
an amplitude for each output port and each internal index. -/
def scattered (u : Matrix (Fin 2) (Fin 2) ℂ) (p : Fin 2) (f : n → ℂ) : Fin 2 × n → ℂ :=
  fun x => u x.1 p * f x.2
```

With $F=F^{(0)}$ built from $f$ and $G=G^{(1)}$ built from $g$, the outgoing pair is

$$\Psi(x,y)=\frac{F(x)G(y)+\varepsilon\,G(x)F(y)}{\sqrt2}.$$

The sign $\varepsilon$ is the exchange symmetry of the particle species. It is put in by hand and not derived from spin. Each particle scatters independently, so interactions are absent.

```lean
/-- The outgoing two-particle state, symmetrised for `ε = 1` and antisymmetrised for `ε = -1`. -/
def outgoing (ε : ℝ) (u : Matrix (Fin 2) (Fin 2) ℂ) (f g : n → ℂ) (x y : Fin 2 × n) : ℂ :=
  (scattered u 0 f x * scattered u 1 g y + (ε : ℂ) * (scattered u 1 g x * scattered u 0 f y))
    / ((√2 : ℝ) : ℂ)
```

A coincidence is any outcome with the particles in different ports. Both assignments of the labels $x,y$ to the ports count:

$$P=\sum_{i,j}\Big(|\Psi((0,i),(1,j))|^2+|\Psi((1,i),(0,j))|^2\Big).$$

```lean
/-- The probability that the two particles leave through different ports. -/
def coincidence (ε : ℝ) (u : Matrix (Fin 2) (Fin 2) ℂ) (f g : n → ℂ) : ℝ :=
  ∑ i, ∑ j, (normSq (outgoing ε u f g (0, i) (1, j)) + normSq (outgoing ε u f g (1, i) (0, j)))
```

The two paths of the opening example combine into

$$A_{ij}=u_{00}u_{11}\,f_ig_j+\varepsilon\,u_{01}u_{10}\,g_if_j .$$

```lean
/-- The direct amplitude (both transmitted) plus `ε` times the exchange amplitude
(both reflected). -/
def exchangeAmplitude (ε : ℝ) (u : Matrix (Fin 2) (Fin 2) ℂ) (f g : n → ℂ) (i j : n) : ℂ :=
  (u 0 0 * u 1 1) * (f i * g j) + ((ε : ℂ) * (u 0 1 * u 1 0)) * (g i * f j)
```

## What unitarity fixes

The entries of $u^\dagger u=1$ say that the columns are orthonormal:

$$|u_{00}|^2+|u_{10}|^2=1,\quad |u_{01}|^2+|u_{11}|^2=1,\quad \overline{u_{00}}u_{01}+\overline{u_{10}}u_{11}=0.$$

The proof reads off three entries of the matrix equation and expands the sums over two ports.

```lean
/-- The columns of a unitary beam-splitter matrix are orthonormal. -/
theorem unitary_columns {u : Matrix (Fin 2) (Fin 2) ℂ} (hu : u ∈ Matrix.unitaryGroup (Fin 2) ℂ) :
    conj (u 0 0) * u 0 0 + conj (u 1 0) * u 1 0 = 1 ∧
    conj (u 0 1) * u 0 1 + conj (u 1 1) * u 1 1 = 1 ∧
    conj (u 0 0) * u 0 1 + conj (u 1 0) * u 1 1 = 0 := by
  have h := Matrix.mem_unitaryGroup_iff'.mp hu
  have h00 := congrFun (congrFun h 0) 0
  have h11 := congrFun (congrFun h 1) 1
  have h01 := congrFun (congrFun h 0) 1
  rw [Matrix.one_apply_eq] at h00 h11
  rw [Matrix.one_apply_ne (show (0 : Fin 2) ≠ 1 by decide)] at h01
  simp only [Matrix.mul_apply, Fin.sum_univ_two, Matrix.star_apply, Complex.star_def]
    at h00 h11 h01
  exact ⟨h00, h11, h01⟩
```

The first row of $uu^\dagger=1$ gives $T+R=1$. Subtracting this from the two column norms gives $|u_{10}|^2=R$ and $|u_{11}|^2=T$.

```lean
/-- Transmission and reflection add up to one, and they are the same from either port. -/
theorem splitter_moduli {u : Matrix (Fin 2) (Fin 2) ℂ} (hu : u ∈ Matrix.unitaryGroup (Fin 2) ℂ) :
    transmission u + reflection u = 1 ∧ normSq (u 1 1) = transmission u ∧
    normSq (u 1 0) = reflection u := by
  obtain ⟨h0, h1, -⟩ := unitary_columns hu
  have hr := congrFun (congrFun (Matrix.mem_unitaryGroup_iff.mp hu) 0) 0
  rw [Matrix.one_apply_eq] at hr
  simp only [Matrix.mul_apply, Fin.sum_univ_two, Matrix.star_apply, Complex.star_def,
    Complex.mul_conj] at hr
  rw [mul_comm (conj (u 0 0)), mul_comm (conj (u 1 0)), Complex.mul_conj, Complex.mul_conj] at h0
  rw [mul_comm (conj (u 0 1)), mul_comm (conj (u 1 1)), Complex.mul_conj, Complex.mul_conj] at h1
  have a : normSq (u 0 0) + normSq (u 0 1) = 1 := by exact_mod_cast hr
  have b : normSq (u 0 0) + normSq (u 1 0) = 1 := by exact_mod_cast h0
  have c : normSq (u 0 1) + normSq (u 1 1) = 1 := by exact_mod_cast h1
  unfold transmission reflection
  exact ⟨a, by linarith, by linarith⟩
```

The relative phase of the two paths comes from column orthogonality. Multiplying $\overline{u_{00}}u_{01}+\overline{u_{10}}u_{11}=0$ by $u_{00}\overline{u_{01}}$ gives

$$TR+u_{00}u_{11}\,\overline{u_{01}u_{10}}=0 .$$

The interference term is therefore $-TR$, whatever phases the splitter has.

```lean
/-- The interference term between the "both transmitted" and "both reflected" paths
equals `-T R`. -/
theorem path_interference {u : Matrix (Fin 2) (Fin 2) ℂ}
    (hu : u ∈ Matrix.unitaryGroup (Fin 2) ℂ) :
    (u 0 0 * u 1 1) * conj (u 0 1 * u 1 0) = -((transmission u * reflection u : ℝ) : ℂ) := by
  obtain ⟨-, -, h⟩ := unitary_columns hu
  unfold transmission reflection
  rw [Complex.ofReal_mul, ← Complex.mul_conj, ← Complex.mul_conj, map_mul]
  linear_combination (u 0 0 * conj (u 0 1)) * h
```

The last line of that proof is the device on which the argument turns. Given a hypothesis `h` of the form $l=r$, the tactic `linear_combination c * h` proves a goal $a=b$ by checking that $a-b-c(l-r)$ vanishes identically, using commutative ring algebra. Here `c` is the multiplier $u_{00}\overline{u_{01}}$ just used by hand. The ring algebra knows nothing about complex conjugation and treats $\overline{u_{00}}$ as one more variable. The preceding `rw` therefore first writes each squared modulus as $z\bar z$ and distributes the conjugate over the product. After that, `h` is the only physical input.

## The norm of an exchanged product

For complex $a,b$ and unit vectors $f,g$, expand the square:

$$|a f_ig_j+b g_if_j|^2=|a|^2|f_i|^2|g_j|^2+|b|^2|g_i|^2|f_j|^2+a\bar b\,(\overline{g_i}f_i)(\overline{f_j}g_j)+\bar a b\,(\overline{f_i}g_i)(\overline{g_j}f_j).$$

Each term is a function of $i$ times a function of $j$, so each double sum is a product of two overlaps. The first two give $|a|^2+|b|^2$. The cross terms give $a\bar b\,\bar S S+\bar a b\,S\bar S$, hence

$$\sum_{i,j}|a f_ig_j+b g_if_j|^2=|a|^2+|b|^2+2\,\mathrm{Re}(a\bar b)\,|S|^2 .$$

In the code, `key` is the expansion, carried out in $\mathbb C$, and `hgf` is $\langle g,f\rangle=\bar S$.

```lean
/-- The squared norm of `a f ⊗ g + b g ⊗ f` for unit vectors `f` and `g`: the cross term
is weighted by the squared overlap. -/
theorem exchange_norm {m : Type*} [Fintype m] (a b : ℂ) {f g : m → ℂ}
    (hf : overlap f f = 1) (hg : overlap g g = 1) :
    ∑ i, ∑ j, normSq (a * (f i * g j) + b * (g i * f j)) =
      normSq a + normSq b + 2 * (a * conj b).re * normSq (overlap f g) := by
  have key : ∀ i j, ((normSq (a * (f i * g j) + b * (g i * f j)) : ℝ) : ℂ) =
      (a * conj a) * ((conj (f i) * f i) * (conj (g j) * g j)) +
      (b * conj b) * ((conj (g i) * g i) * (conj (f j) * f j)) +
      (a * conj b) * ((conj (g i) * f i) * (conj (f j) * g j)) +
      (conj a * b) * ((conj (f i) * g i) * (conj (g j) * f j)) := by
    intro i j
    rw [← Complex.mul_conj]
    simp only [map_add, map_mul]
    ring
  have hS : ∀ p q : m → ℂ, ∑ i, conj (p i) * q i = overlap p q := fun _ _ => rfl
  have hgf : overlap g f = conj (overlap f g) := by
    simp [overlap, map_sum, map_mul, mul_comm]
  have hre : ((2 * (a * conj b).re : ℝ) : ℂ) = a * conj b + conj a * b := by
    rw [← Complex.add_conj]
    simp
  refine Complex.ofReal_injective ?_
  -- each double sum factorises into a product of two overlaps
  simp only [Complex.ofReal_sum, key, Finset.sum_add_distrib, ← Finset.mul_sum,
    ← Finset.sum_mul, hS]
  rw [hf, hg, hgf, Complex.ofReal_add, Complex.ofReal_add, Complex.ofReal_mul, hre]
  simp only [← Complex.mul_conj]
  ring
```

## Total probability

Scattered states have overlaps that factorise into a port part and an internal part:

$$\langle F^{(p)},G^{(q)}\rangle=\Big(\sum_k\overline{u_{kp}}u_{kq}\Big)\langle f,g\rangle .$$

```lean
/-- The overlap of two scattered particles is the overlap of their port amplitudes times
that of their wavepackets. -/
theorem overlap_scattered (u : Matrix (Fin 2) (Fin 2) ℂ) (p q : Fin 2) (f g : n → ℂ) :
    overlap (scattered u p f) (scattered u q g) =
      (conj (u 0 p) * u 0 q + conj (u 1 p) * u 1 q) * overlap f g := by
  simp only [overlap, scattered, Fintype.sum_prod_type, Fin.sum_univ_two, map_mul,
    add_mul, Finset.mul_sum, Finset.sum_add_distrib]
  congr 1 <;> exact Finset.sum_congr rfl (fun _ _ => by ring)
```

By column orthonormality $F$ and $G$ are orthonormal, even when $f=g$, because the particles entered different ports. The norm formula applies to them with $a=1/\sqrt2$ and $b=\varepsilon/\sqrt2$. Its cross term vanishes and the total is $\tfrac12+\tfrac12=1$. This is why `exchange_norm` is stated for any finite index set `m`: here the index is a port together with an internal label.

```lean
/-- The probabilities of all two-particle outcomes add up to one. -/
theorem outgoing_normalised {ε : ℝ} (hε : ε = 1 ∨ ε = -1) {u : Matrix (Fin 2) (Fin 2) ℂ}
    (hu : u ∈ Matrix.unitaryGroup (Fin 2) ℂ) {f g : n → ℂ}
    (hf : overlap f f = 1) (hg : overlap g g = 1) :
    ∑ x, ∑ y, normSq (outgoing ε u f g x y) = 1 := by
  obtain ⟨h0, h1, h01⟩ := unitary_columns hu
  have e : ∀ x y, outgoing ε u f g x y =
      (1 / ((√2 : ℝ) : ℂ)) * (scattered u 0 f x * scattered u 1 g y) +
      ((ε : ℂ) / ((√2 : ℝ) : ℂ)) * (scattered u 1 g x * scattered u 0 f y) := by
    intro x y
    unfold outgoing
    ring
  simp only [e]
  -- the two scattered particles are orthonormal
  rw [exchange_norm _ _ (by rw [overlap_scattered, h0, hf, one_mul])
    (by rw [overlap_scattered, h1, hg, one_mul]), overlap_scattered, h01, zero_mul,
    map_zero, mul_zero, add_zero, Complex.normSq_div, Complex.normSq_div,
    Complex.normSq_ofReal, Complex.normSq_ofReal, Real.mul_self_sqrt (by norm_num), map_one]
  rcases hε with rfl | rfl <;> norm_num
```

## From outcomes to one squared norm

Substituting the scattered states gives

$$\Psi((0,i),(1,j))=\frac{A_{ij}}{\sqrt2},\qquad \Psi((1,i),(0,j))=\frac{\varepsilon A_{ji}}{\sqrt2},$$

where the second equality uses $\varepsilon^2=1$. Each ordering contributes $\tfrac12\sum_{i,j}|A_{ij}|^2$, after the summation indices are exchanged in the second, so $P=\sum_{i,j}|A_{ij}|^2$. The facts `h1` and `h2` are the two substitutions, and `hc` is the exchange of indices.

```lean
/-- The coincidence probability is the squared norm of the direct amplitude plus `ε` times
the exchange amplitude. -/
theorem coincidence_eq_norm {ε : ℝ} (hε : ε = 1 ∨ ε = -1) (u : Matrix (Fin 2) (Fin 2) ℂ)
    (f g : n → ℂ) :
    coincidence ε u f g = ∑ i, ∑ j, normSq (exchangeAmplitude ε u f g i j) := by
  have half : ∀ z : ℂ, normSq (z / ((√2 : ℝ) : ℂ)) = normSq z / 2 := by
    intro z
    rw [Complex.normSq_div, Complex.normSq_ofReal, Real.mul_self_sqrt (by norm_num)]
  have h1 : ∀ i j, normSq (outgoing ε u f g (0, i) (1, j)) =
      normSq (exchangeAmplitude ε u f g i j) / 2 := by
    intro i j
    rw [← half]
    congr 1
    simp only [outgoing, scattered, exchangeAmplitude]
    ring
  -- swapping the particles only multiplies the amplitude by the sign ε
  have h2 : ∀ i j, normSq (outgoing ε u f g (1, i) (0, j)) =
      normSq (exchangeAmplitude ε u f g j i) / 2 := by
    intro i j
    have hs : outgoing ε u f g (1, i) (0, j) =
        (ε : ℂ) * (exchangeAmplitude ε u f g j i / ((√2 : ℝ) : ℂ)) := by
      simp only [outgoing, scattered, exchangeAmplitude]
      rcases hε with rfl | rfl <;> push_cast <;> ring
    have hn : normSq (ε : ℂ) = 1 := by
      rw [Complex.normSq_ofReal]
      rcases hε with rfl | rfl <;> norm_num
    rw [hs, map_mul, hn, one_mul, half]
  have hc : ∑ i, ∑ j, normSq (exchangeAmplitude ε u f g j i) / 2 =
      ∑ i, ∑ j, normSq (exchangeAmplitude ε u f g i j) / 2 := Finset.sum_comm
  simp only [coincidence, h1, h2, Finset.sum_add_distrib]
  rw [hc]
  simp only [← Finset.sum_add_distrib, add_halves]
```

## The coincidence probability

Apply the norm formula with $a=u_{00}u_{11}$ and $b=\varepsilon u_{01}u_{10}$. Then $|a|^2=T^2$, $|b|^2=R^2$ and $\mathrm{Re}(a\bar b)=-\varepsilon TR$, which gives

$$P=T^2+R^2-2\varepsilon\,TR\,|S|^2 .$$

In words, the theorem says: if $\varepsilon$ is $1$ or $-1$ (`hε`), $u$ is a unitary $2\times2$ matrix (`hu`), and both wavepackets have norm one (`hf`, `hg`), then the sum over different-port outcomes equals this expression. `normSq (overlap f g)` is $|S|^2$.

```lean
/-- The coincidence probability of two bosons (`ε = 1`) or two fermions (`ε = -1`) with
wavepacket overlap `S` is `T² + R² - 2 ε T R |S|²`. -/
theorem coincidence_probability {ε : ℝ} (hε : ε = 1 ∨ ε = -1) {u : Matrix (Fin 2) (Fin 2) ℂ}
    (hu : u ∈ Matrix.unitaryGroup (Fin 2) ℂ) {f g : n → ℂ}
    (hf : overlap f f = 1) (hg : overlap g g = 1) :
    coincidence ε u f g = transmission u ^ 2 + reflection u ^ 2
      - 2 * ε * transmission u * reflection u * normSq (overlap f g) := by
  obtain ⟨-, hT, hR⟩ := splitter_moduli hu
  have hab : (u 0 0 * u 1 1) * conj ((ε : ℂ) * (u 0 1 * u 1 0)) =
      ((-(ε * (transmission u * reflection u)) : ℝ) : ℂ) := by
    rw [map_mul, Complex.conj_ofReal, Complex.ofReal_neg, Complex.ofReal_mul ε]
    linear_combination (ε : ℂ) * path_interference hu
  have hε2 : ε * ε = 1 := by rcases hε with rfl | rfl <;> norm_num
  rw [coincidence_eq_norm hε]
  simp only [exchangeAmplitude]
  rw [exchange_norm _ _ hf hg, hab, Complex.ofReal_re, map_mul, map_mul, map_mul,
    Complex.normSq_ofReal, hε2, hT, hR]
  change transmission u * transmission u + 1 * (reflection u * reflection u) + _ = _
  ring
```

The statement covers particles that each enter in a pure wavepacket of their own, with finitely many internal indices, and a splitter without loss or internal-state dependence. Pairs whose internal states are entangled at the input are not covered. Detector efficiency does not enter.

For $T=\tfrac12$ we have $R=\tfrac12$, and the formula becomes

$$P=\frac{1-\varepsilon|S|^2}{2}.$$

For two photons in this idealised lossless model, this is the Hong–Ou–Mandel suppression of coincidences. The shape of the dip against time delay would require $S$ as a function of the delay, whereas here $S$ is given.

```lean
/-- At a balanced beam splitter the coincidence probability is `(1 - ε |S|²) / 2`. -/
theorem balanced_coincidence {ε : ℝ} (hε : ε = 1 ∨ ε = -1) {u : Matrix (Fin 2) (Fin 2) ℂ}
    (hu : u ∈ Matrix.unitaryGroup (Fin 2) ℂ) (hT : transmission u = 1 / 2) {f g : n → ℂ}
    (hf : overlap f f = 1) (hg : overlap g g = 1) :
    coincidence ε u f g = (1 - ε * normSq (overlap f g)) / 2 := by
  have hR : reflection u = 1 / 2 := by linarith [(splitter_moduli hu).1]
  rw [coincidence_probability hε hu hf hg, hT, hR]
  ring
```

For fermions, $T+R=1$ turns the probability into

$$P=T^2+R^2+2TR|S|^2=1-2TR\,(1-|S|^2).$$

So $P=1$ exactly when $T=0$, $R=0$ or $|S|^2=1$. In the first two cases only one path is open. In the third the wavepackets agree up to a phase, and Pauli exclusion forbids a shared output port. If the internal index includes spin, a spin-up electron in one input port and a spin-down electron in the other have $S=0$, and exchange then leaves no trace in $P$. The two directions of the proof pass through the product $TR(1-|S|^2)=0$.

```lean
/-- Two fermions leave through different ports with certainty exactly when the splitter
does not transmit, does not reflect, or the wavepackets have overlap of modulus one. -/
theorem fermion_coincidence_certain_iff {u : Matrix (Fin 2) (Fin 2) ℂ}
    (hu : u ∈ Matrix.unitaryGroup (Fin 2) ℂ) {f g : n → ℂ}
    (hf : overlap f f = 1) (hg : overlap g g = 1) :
    coincidence (-1) u f g = 1 ↔
      transmission u = 0 ∨ reflection u = 0 ∨ normSq (overlap f g) = 1 := by
  have hTR := (splitter_moduli hu).1
  rw [coincidence_probability (Or.inr rfl) hu hf hg]
  constructor
  · intro h
    have h' : transmission u * (reflection u * (1 - normSq (overlap f g))) = 0 := by
      linear_combination (transmission u + reflection u + 1) / 2 * hTR - h / 2
    rcases mul_eq_zero.mp h' with h1 | h1
    · exact Or.inl h1
    · rcases mul_eq_zero.mp h1 with h2 | h2
      · exact Or.inr (Or.inl h2)
      · exact Or.inr (Or.inr (by linarith))
  · intro h
    have h' : transmission u * (reflection u * (1 - normSq (overlap f g))) = 0 := by
      rcases h with h | h | h <;> rw [h] <;> ring
    linear_combination (transmission u + reflection u + 1) * hTR - 2 * h'

end

end BeamSplitterExchange
```

```lean
#print axioms BeamSplitterExchange.outgoing_normalised
#print axioms BeamSplitterExchange.coincidence_probability
#print axioms BeamSplitterExchange.balanced_coincidence
#print axioms BeamSplitterExchange.fermion_coincidence_certain_iff
```

```
'BeamSplitterExchange.outgoing_normalised' depends on axioms: [propext, Classical.choice, Quot.sound]
'BeamSplitterExchange.coincidence_probability' depends on axioms: [propext, Classical.choice, Quot.sound]
'BeamSplitterExchange.balanced_coincidence' depends on axioms: [propext, Classical.choice, Quot.sound]
'BeamSplitterExchange.fermion_coincidence_certain_iff' depends on axioms: [propext, Classical.choice, Quot.sound]
```
